# The Crooks relation for reversible Markov chains with finitely many configurations

Let $S$ be the set of configurations and $U_0,\dots,U_n$ energies on it, in units of $kT$. A path $x_0,\dots,x_n$ alternates two operations: the energy is switched from $U_k$ to $U_{k+1}$ at fixed $x_k$, then the kernel $P_{k+1}$ moves $x_k$ to $x_{k+1}$.

```lean
import Mathlib

open Finset

namespace CrooksRelation

noncomputable section

variable {S : Type*}
```

`S` is an arbitrary type for now; finiteness is added when partition sums appear.

```lean
/-- Detailed balance of the kernel `p` with respect to the Boltzmann weight `exp (-u)`. -/
def Reversible (u : S → ℝ) (p : S → S → ℝ) : Prop :=
  ∀ a b, Real.exp (-u a) * p a b = Real.exp (-u b) * p b a
```

`Reversible u p` is detailed balance, $e^{-u(a)}p(a,b)=e^{-u(b)}p(b,a)$: in equilibrium at fixed energy function, each move occurs as often as its reversal. Kernels that only leave the Boltzmann law stationary are not covered.

```lean
/-- Work along a path, in units of kT: the energy changes made by switching
`U k` to `U (k+1)` at the fixed configuration `x k`. -/
def work (U : ℕ → S → ℝ) (n : ℕ) (x : Fin (n + 1) → S) : ℝ :=
  ∑ k : Fin n, (U ((k : ℕ) + 1) (x k.castSucc) - U (k : ℕ) (x k.castSucc))
```

The work is
$$W(x)=\sum_{k=0}^{n-1}\bigl[U_{k+1}(x_k)-U_k(x_k)\bigr].$$
A path is a function on `Fin (n + 1)`, the indices $0,\dots,n$. For `k : Fin n`, `x k.castSucc` is $x_k$ and `x k.succ` is $x_{k+1}$. `U` is an infinite sequence, of which only $U_0,\dots,U_n$ are used.

```lean
/-- First law along a path: the energy lost in the moves equals the work
minus the total energy change. -/
theorem first_law (U : ℕ → S → ℝ) (n : ℕ) (x : Fin (n + 1) → S) :
    ∑ k : Fin n, (U ((k : ℕ) + 1) (x k.castSucc) - U ((k : ℕ) + 1) (x k.succ))
      = work U n x + U 0 (x 0) - U n (x (Fin.last n)) := by
  -- the sum of all energies along the path, split at either end
  have h : U 0 (x 0) + ∑ k : Fin n, U ((k : ℕ) + 1) (x k.succ)
      = ∑ k : Fin n, U (k : ℕ) (x k.castSucc) + U n (x (Fin.last n)) :=
    (Fin.sum_univ_succ (fun i : Fin (n + 1) => U (i : ℕ) (x i))).symm.trans
      (Fin.sum_univ_castSucc (fun i : Fin (n + 1) => U (i : ℕ) (x i)))
  simp only [work, Finset.sum_sub_distrib]
  linarith
```

This says
$$\sum_{k=0}^{n-1}\bigl[U_{k+1}(x_k)-U_{k+1}(x_{k+1})\bigr]=W+U_0(x_0)-U_n(x_n).$$
Splitting off the first or the last term of $\sum_{i=0}^n U_i(x_i)$ gives
$$U_0(x_0)+\sum_{k=0}^{n-1} U_{k+1}(x_{k+1})=\sum_{k=0}^{n-1} U_k(x_k)+U_n(x_n).$$
That is `h`; `linarith` inserts it into the definition of $W$.

## Path probabilities

```lean
variable [Fintype S]

/-- The partition sum of the energy function `u`. -/
def Z (u : S → ℝ) : ℝ := ∑ a, Real.exp (-u a)
```

Now $S$ is finite, and $Z_k=\sum_a e^{-U_k(a)}$ is `Z (U k)`.

```lean
/-- Forward path probability: start in equilibrium for `U 0`, then move with
`P 1, ..., P n`. -/
def forwardProb (U : ℕ → S → ℝ) (P : ℕ → S → S → ℝ) (n : ℕ) (x : Fin (n + 1) → S) : ℝ :=
  Real.exp (-U 0 (x 0)) / Z (U 0) * ∏ k : Fin n, P ((k : ℕ) + 1) (x k.castSucc) (x k.succ)
```

The forward probability is
$$F(x)=\frac{e^{-U_0(x_0)}}{Z_0}\prod_{k=0}^{n-1}P_{k+1}(x_k,x_{k+1}).$$

```lean
/-- Reverse path probability: start at the end point in equilibrium for `U n`, then
run through the path backwards with `P n, ..., P 1`. -/
def reverseProb (U : ℕ → S → ℝ) (P : ℕ → S → S → ℝ) (n : ℕ) (x : Fin (n + 1) → S) : ℝ :=
  Real.exp (-U n (x (Fin.last n))) / Z (U n) *
    ∏ k : Fin n, P ((k : ℕ) + 1) (x k.succ) (x k.castSucc)
```

The reverse probability starts from equilibrium at $x_n$:
$$R(x)=\frac{e^{-U_n(x_n)}}{Z_n}\prod_{k=0}^{n-1}P_{k+1}(x_{k+1},x_k).$$
For nonempty $S$, both are genuine probabilities when the kernels are nonnegative and their rows sum to one. Neither condition on the kernels is part of the definitions.

```lean
/-- The partition sum is positive. -/
theorem Z_pos [Nonempty S] (u : S → ℝ) : 0 < Z u :=
  Finset.sum_pos (fun a _ => Real.exp_pos (-u a)) Finset.univ_nonempty
```

A nonempty sum of exponentials is positive, so division by $Z_k$ is safe.

## Forward against reverse

```lean
/-- Crooks relation: the forward probability of every path is `exp W * Z_n / Z_0`
times its reverse probability. -/
theorem crooks (U : ℕ → S → ℝ) (P : ℕ → S → S → ℝ) (n : ℕ)
    (hrev : ∀ k < n, Reversible (U (k + 1)) (P (k + 1))) (x : Fin (n + 1) → S) :
    forwardProb U P n x
      = Real.exp (work U n x) * (Z (U n) / Z (U 0)) * reverseProb U P n x := by
  have : Nonempty S := ⟨x 0⟩
  have h0 := (Z_pos (U 0)).ne'
  have hn := (Z_pos (U n)).ne'
  -- detailed balance reverses each move at the price of a Boltzmann ratio
  have hprod : ∏ k : Fin n, P ((k : ℕ) + 1) (x k.castSucc) (x k.succ)
      = Real.exp (work U n x + U 0 (x 0) - U n (x (Fin.last n))) *
        ∏ k : Fin n, P ((k : ℕ) + 1) (x k.succ) (x k.castSucc) := by
    rw [← first_law, Real.exp_sum, ← Finset.prod_mul_distrib]
    refine Finset.prod_congr rfl fun k _ => ?_
    have h := hrev k k.isLt (x k.castSucc) (x k.succ)
    have e : Real.exp (U ((k : ℕ) + 1) (x k.castSucc)) *
        Real.exp (-U ((k : ℕ) + 1) (x k.castSucc)) = 1 := by
      rw [← Real.exp_add, add_neg_cancel, Real.exp_zero]
    rw [sub_eq_add_neg, Real.exp_add]
    linear_combination Real.exp (U ((k : ℕ) + 1) (x k.castSucc)) * h
      - P ((k : ℕ) + 1) (x k.castSucc) (x k.succ) * e
  have e : Real.exp (-U 0 (x 0)) * Real.exp (work U n x + U 0 (x 0) - U n (x (Fin.last n)))
      = Real.exp (work U n x) * Real.exp (-U n (x (Fin.last n))) := by
    rw [← Real.exp_add, ← Real.exp_add]
    congr 1
    ring
  unfold forwardProb reverseProb
  rw [hprod, div_mul_eq_mul_div, ← mul_assoc, e]
  field_simp
```

The theorem is $F(x)=e^{W(x)}\,(Z_n/Z_0)\,R(x)$ for every path, assuming only detailed balance of $P_{k+1}$ for $U_{k+1}$. By hand, each factor satisfies
$$P_{k+1}(x_k,x_{k+1})=e^{U_{k+1}(x_k)-U_{k+1}(x_{k+1})}P_{k+1}(x_{k+1},x_k).$$
Multiplying over $k$ and using `first_law` gives the total prefactor $e^{W+U_0(x_0)-U_n(x_n)}$, which is `hprod`. The initial weight $e^{-U_0(x_0)}/Z_0$ turns it into $e^{W}e^{-U_n(x_n)}/Z_0$, and writing $1/Z_0=(Z_n/Z_0)/Z_n$ produces $R(x)$. In Lean, `linear_combination` does the single factor and `field_simp` the final fractions.

```lean
/-- Crooks relation for work distributions: the forward probability of work `w` is
`exp w * Z_n / Z_0` times the reverse probability of the same set of paths. -/
theorem crooks_work_distribution (U : ℕ → S → ℝ) (P : ℕ → S → S → ℝ) (n : ℕ)
    (hrev : ∀ k < n, Reversible (U (k + 1)) (P (k + 1))) (w : ℝ) :
    ∑ x ∈ univ.filter (fun x : Fin (n + 1) → S => work U n x = w), forwardProb U P n x
      = Real.exp w * (Z (U n) / Z (U 0)) *
        ∑ x ∈ univ.filter (fun x : Fin (n + 1) → S => work U n x = w),
          reverseProb U P n x := by
  rw [Finset.mul_sum]
  refine Finset.sum_congr rfl fun x hx => ?_
  rw [crooks U P n hrev x, (Finset.mem_filter.1 hx).2]
```

Summing over all paths with $W(x)=w$ takes the constant $e^w Z_n/Z_0$ outside the sum. The right-hand side keeps the same set of paths, labelled by forward work; traversed backwards, they have work $-w$.

## Summing over all paths

```lean
/-- A sum over paths is a sum over the first configuration and the remaining path. -/
theorem sum_paths_cons (n : ℕ) (F : (Fin (n + 2) → S) → ℝ) :
    ∑ x, F x = ∑ a : S, ∑ y : Fin (n + 1) → S, F (Fin.cons a y : Fin (n + 2) → S) := by
  rw [← (Fin.consEquiv (fun _ : Fin (n + 2) => S)).sum_comp, Fintype.sum_prod_type]
  rfl
```

A path sum is split into a sum over $x_0$ and one over the remaining path.

```lean
/-- Moves with normalised kernels preserve the total weight `g` of the initial
configurations. -/
theorem sum_forward (n : ℕ) (P : ℕ → S → S → ℝ) (g : S → ℝ)
    (hP : ∀ k < n, ∀ a, ∑ b, P (k + 1) a b = 1) :
    ∑ x : Fin (n + 1) → S, g (x 0) * ∏ k : Fin n, P ((k : ℕ) + 1) (x k.castSucc) (x k.succ)
      = ∑ a, g a := by
  induction n generalizing P g with
  | zero =>
    exact Fintype.sum_equiv (Equiv.funUnique (Fin 1) S) _ _
      (fun x => by rw [Fin.prod_univ_zero, mul_one]; rfl)
  | succ n ih =>
    rw [sum_paths_cons]
    refine Finset.sum_congr rfl fun a _ => ?_
    have h1 : ∑ b, P 1 a b = 1 := hP 0 (by omega) a
    -- absorb the first move into the initial weight
    calc _ = ∑ y : Fin (n + 1) → S, (g a * P 1 a (y 0)) *
          ∏ k : Fin n, P ((k : ℕ) + 1 + 1) (y k.castSucc) (y k.succ) := by
          refine Finset.sum_congr rfl fun y _ => ?_
          rw [Fin.prod_univ_succ, ← mul_assoc]
          rfl
      _ = ∑ b, g a * P 1 a b :=
          ih (fun k => P (k + 1)) (fun b => g a * P 1 a b) (fun k hk => hP (k + 1) (by omega))
      _ = g a := by rw [← Finset.mul_sum, h1, mul_one]
```

If rows sum to one, the forward path sum with initial weight $g$ equals $\sum_a g(a)$. With no moves this is immediate. Otherwise fix $x_0=a$ and treat $g(a)P_1(a,b)$ as the initial weight of the shorter path; induction leaves $\sum_b g(a)P_1(a,b)=g(a)$.

```lean
/-- Backward moves with normalised kernels preserve the total weight `g` of the
end configurations. -/
theorem sum_reverse (n : ℕ) (P : ℕ → S → S → ℝ) (g : S → ℝ)
    (hP : ∀ k < n, ∀ a, ∑ b, P (k + 1) a b = 1) :
    ∑ x : Fin (n + 1) → S, g (x (Fin.last n)) *
      ∏ k : Fin n, P ((k : ℕ) + 1) (x k.succ) (x k.castSucc) = ∑ a, g a := by
  induction n generalizing P with
  | zero =>
    exact Fintype.sum_equiv (Equiv.funUnique (Fin 1) S) _ _
      (fun x => by rw [Fin.prod_univ_zero, mul_one]; rfl)
  | succ n ih =>
    rw [sum_paths_cons, Finset.sum_comm]
    refine Eq.trans (Finset.sum_congr rfl fun y _ => ?_)
      (ih (fun k => P (k + 1)) (fun k hk => hP (k + 1) (by omega)))
    have h1 : ∑ a, P 1 (y 0) a = 1 := hP 0 (by omega) (y 0)
    -- the last backward move is summed out first
    calc _ = ∑ a, P 1 (y 0) a * (g (y (Fin.last n)) *
          ∏ k : Fin n, P ((k : ℕ) + 1 + 1) (y k.succ) (y k.castSucc)) := by
          refine Finset.sum_congr rfl fun a _ => ?_
          rw [Fin.prod_univ_succ, mul_left_comm]
          rfl
      _ = _ := by rw [← Finset.sum_mul, h1, one_mul]
```

With no moves the reverse sum is $\sum_a g(a)$ directly. Otherwise $x_0$ occurs only in $P_1(x_1,x_0)$; summing over it gives one, and induction handles the rest.

```lean
/-- Jarzynski equality: the forward average of `exp (-W)` is `Z_n / Z_0`. -/
theorem jarzynski [Nonempty S] (U : ℕ → S → ℝ) (P : ℕ → S → S → ℝ) (n : ℕ)
    (hrev : ∀ k < n, Reversible (U (k + 1)) (P (k + 1)))
    (hP : ∀ k < n, ∀ a, ∑ b, P (k + 1) a b = 1) :
    ∑ x, forwardProb U P n x * Real.exp (-work U n x) = Z (U n) / Z (U 0) := by
  have hR : ∑ x, reverseProb U P n x = 1 := by
    refine (sum_reverse n P (fun a => Real.exp (-U n a) / Z (U n)) hP).trans ?_
    rw [← Finset.sum_div]
    exact div_self (Z_pos (U n)).ne'
  rw [← mul_one (Z (U n) / Z (U 0)), ← hR, Finset.mul_sum]
  refine Finset.sum_congr rfl fun x _ => ?_
  have e : Real.exp (work U n x) * Real.exp (-work U n x) = 1 := by
    rw [← Real.exp_add, add_neg_cancel, Real.exp_zero]
  rw [crooks U P n hrev x]
  linear_combination (Z (U n) / Z (U 0) * reverseProb U P n x) * e
```

This is the Jarzynski equality. By the Crooks relation,
$$\sum_x F(x)e^{-W(x)}=\frac{Z_n}{Z_0}\sum_x R(x)=\frac{Z_n}{Z_0},$$
where `hR` supplies $\sum_x R(x)=1$. For finite-state, discrete-time Monte Carlo with reversible moves, it lets switching runs that start in equilibrium estimate a free-energy difference. Continuous configurations and Hamiltonian dynamics are not treated.

```lean
/-- Second law: the mean forward work is at least the free-energy difference
`-log (Z_n / Z_0)`, in units of kT. -/
theorem mean_work_ge [Nonempty S] (U : ℕ → S → ℝ) (P : ℕ → S → S → ℝ) (n : ℕ)
    (hrev : ∀ k < n, Reversible (U (k + 1)) (P (k + 1)))
    (hP : ∀ k < n, ∀ a, ∑ b, P (k + 1) a b = 1)
    (hpos : ∀ k < n, ∀ a b, 0 ≤ P (k + 1) a b) :
    -Real.log (Z (U n) / Z (U 0)) ≤ ∑ x, forwardProb U P n x * work U n x := by
  have hr : 0 < Z (U n) / Z (U 0) := div_pos (Z_pos _) (Z_pos _)
  have hF : ∑ x, forwardProb U P n x = 1 := by
    refine (sum_forward n P (fun a => Real.exp (-U 0 a) / Z (U 0)) hP).trans ?_
    rw [← Finset.sum_div]
    exact div_self (Z_pos (U 0)).ne'
  have hJ := jarzynski U P n hrev hP
  set r := Z (U n) / Z (U 0) with hrdef
  -- compare exp (-W - log r) with its tangent line, path by path
  have hle : ∑ x, (forwardProb U P n x * (1 - Real.log r) - forwardProb U P n x * work U n x)
      ≤ ∑ x, forwardProb U P n x * Real.exp (-work U n x) * r⁻¹ := by
    refine Finset.sum_le_sum fun x _ => ?_
    have hx : 0 ≤ forwardProb U P n x :=
      mul_nonneg (div_nonneg (Real.exp_pos _).le (Z_pos _).le)
        (Finset.prod_nonneg fun k _ => hpos k k.isLt _ _)
    have ht := Real.add_one_le_exp (-work U n x + -Real.log r)
    rw [Real.exp_add, Real.exp_neg (Real.log r), Real.exp_log hr] at ht
    have hm := mul_le_mul_of_nonneg_left ht hx
    linarith
  rw [Finset.sum_sub_distrib, ← Finset.sum_mul, ← Finset.sum_mul, hF, hJ,
    mul_inv_cancel₀ hr.ne'] at hle
  linarith
```

With nonnegative kernels as well, the mean work satisfies $\langle W\rangle\ge-\ln r$, where $r=Z_n/Z_0$ and the average is over $F$. The tangent-line inequality $e^t\ge 1+t$ at $t=-W-\ln r$ gives
$$e^{-W}/r\ge 1-W-\ln r.$$
Weighting by $F(x)\ge0$ and summing, with $\sum_x F(x)=1$ and the Jarzynski equality, yields $1\ge1-\langle W\rangle-\ln r$. Nonnegativity is what allows the inequality to be multiplied by $F(x)$.

## A kernel that meets the conditions

```lean
/-- The heat-bath kernel: the new configuration is drawn from the Boltzmann law of `u`. -/
def heatBath (u : S → ℝ) (_a b : S) : ℝ := Real.exp (-u b) / Z u
```

The kernel `heatBath` draws the whole new configuration $b$ with probability $e^{-u(b)}/Z$, whatever the old one was. This is the global form of the heat-bath move; in lattice simulations the move usually redraws one variable at a time, given the others.

```lean
/-- The heat-bath kernel is reversible, nonnegative and normalised for every energy
function. -/
theorem heatBath_witness [Nonempty S] (u : S → ℝ) :
    Reversible u (heatBath u) ∧ (∀ a b, 0 ≤ heatBath u a b) ∧
      ∀ a, ∑ b, heatBath u a b = 1 := by
  refine ⟨fun a b => ?_, fun a b => div_nonneg (Real.exp_pos _).le (Z_pos u).le, fun a => ?_⟩
  · unfold heatBath
    ring
  · unfold heatBath
    rw [← Finset.sum_div]
    exact div_self (Z_pos u).ne'

end

end CrooksRelation
```

Detailed balance holds because both sides equal $e^{-u(a)}e^{-u(b)}/Z$; nonnegativity and normalisation follow from $Z>0$. Choosing this kernel for each $U_{k+1}$ therefore satisfies every kernel condition above, for any energies.

```lean
#print axioms CrooksRelation.crooks_work_distribution
#print axioms CrooksRelation.mean_work_ge
```

```
'CrooksRelation.crooks_work_distribution' depends on axioms: [propext, Classical.choice, Quot.sound]
'CrooksRelation.mean_work_ge' depends on axioms: [propext, Classical.choice, Quot.sound]
```
